# A positive semidefinite kernel exp(−tD) at a single t does not make D conditionally negative

For three points with pairwise dissimilarities 1, 1 and 5, `single_t_not_sufficient` states that the real 3 × 3 matrix with entries exp(−D_ij), the kernel at t = 1, is positive semidefinite, while D itself is not conditionally negative. In physical terms, three normalised states can have the overlaps e⁻¹, e⁻¹ and e⁻⁵, yet some real vector c whose entries sum to zero gives cᵀDc > 0. The attempt proves the first half by writing the quadratic form as a double sum and bounding it below with squares. For the second half it tests D on c = (1, −2, 1), where the form equals 2.

The first attempt, which Lean rejects:

```lean
import Mathlib

open Matrix Filter Topology
open scoped Kronecker

namespace SingleTNotSufficient

variable {n : Type*} [Fintype n]

/-- The kernel matrix with entries `exp (-t D_ij)` built from a matrix `D` of dissimilarities. -/
noncomputable def distanceKernel (t : ℝ) (D : Matrix n n ℝ) : Matrix n n ℝ :=
  Matrix.of fun i j => Real.exp (-t * D i j)

/-- `D` is conditionally negative: `cᵀ D c ≤ 0` for every real vector `c` summing to zero. -/
def IsConditionallyNegative (D : Matrix n n ℝ) : Prop :=
  ∀ c : n → ℝ, ∑ i, c i = 0 → c ⬝ᵥ D *ᵥ c ≤ 0

/-- A real matrix is positive semidefinite exactly when it is symmetric and its quadratic form,
written as a double sum, is nonnegative. -/
theorem posSemidef_iff_quad (A : Matrix n n ℝ) :
    A.PosSemidef ↔ A.IsSymm ∧ ∀ x : n → ℝ, 0 ≤ ∑ i, ∑ j, x i * A i j * x j := by
  have quad : ∀ x : n → ℝ, x ⬝ᵥ A *ᵥ x = ∑ i, ∑ j, x i * A i j * x j := fun x => by
    simp only [dotProduct, Matrix.mulVec, Finset.mul_sum, mul_assoc]
  rw [Matrix.posSemidef_iff_dotProduct_mulVec]
  simp only [star_trivial, quad, Matrix.IsHermitian, Matrix.IsSymm,
    Matrix.conjTranspose_eq_transpose_of_trivial]

/-- Positivity at one `t` is not enough: for three points with dissimilarities 1, 1 and 5 the
kernel at `t = 1` is positive semidefinite, but `D` is not conditionally negative. -/
theorem single_t_not_sufficient :
    (distanceKernel 1 !![0, 1, 5; 1, 0, 1; 5, 1, 0]).PosSemidef ∧
      ¬ IsConditionallyNegative (!![0, 1, 5; 1, 0, 1; 5, 1, 0] : Matrix (Fin 3) (Fin 3) ℝ) := by
  constructor
  · rw [posSemidef_iff_quad]
    refine ⟨Matrix.IsSymm.ext fun i j => ?_, fun x => ?_⟩
    · fin_cases i <;> fin_cases j <;> simp [distanceKernel]
    have hp : Real.exp (-1) ≤ 1 / 2 := by
      have h1 : Real.exp (-1) * Real.exp 1 = 1 := by rw [← Real.exp_add]; simp
      nlinarith [Real.add_one_le_exp (1 : ℝ), Real.exp_pos (-1)]
    have hq : Real.exp (-5) ≤ Real.exp (-1) := Real.exp_le_exp.2 (by norm_num)
    simp [distanceKernel, Fin.sum_univ_three]
    -- the diagonal dominates, so the form is a sum of squares
    nlinarith [mul_nonneg (Real.exp_pos (-1)).le (sq_nonneg (x 0 + x 1)),
      mul_nonneg (Real.exp_pos (-1)).le (sq_nonneg (x 1 + x 2)),
      mul_nonneg (Real.exp_pos (-5)).le (sq_nonneg (x 0 + x 2)),
      mul_nonneg (show 0 ≤ 1 - Real.exp (-1) - Real.exp (-5) by linarith) (sq_nonneg (x 0)),
      mul_nonneg (show 0 ≤ 1 - Real.exp (-1) - Real.exp (-5) by linarith) (sq_nonneg (x 2)),
      mul_nonneg (show 0 ≤ 1 - 2 * Real.exp (-1) by linarith) (sq_nonneg (x 1))]
  · intro h
    have h1 := h ![1, -2, 1] (by norm_num [Fin.sum_univ_three])
    norm_num [Matrix.mulVec, dotProduct, Fin.sum_univ_three] at h1

end SingleTNotSufficient
```

Compiling this gives:

```
Main.lean:50:30: error: unsolved goals
h : IsConditionallyNegative !![0, 1, 5; 1, 0, 1; 5, 1, 0]
⊢ -1 + ![1, -2, 1] 2 = 0
Main.lean:49:2: error: unsolved goals
case right
h : IsConditionallyNegative !![0, 1, 5; 1, 0, 1; 5, 1, 0]
h1 :
  -2 + ![0, 1, 5] 2 * ![1, -2, 1] 2 + -(2 * (1 + ![1, 0, 1] 2 * ![1, -2, 1] 2)) +
      ![1, -2, 1] 2 *
        (vecCons 0 (fun i => vecCons 1 (fun i => 5) i) 2 + -(vecCons 1 (fun i => vecCons 0 (fun i => 1) i) 2 * 2) +
          vecCons (![0, 1, 5] 2) (fun i => vecCons (![1, 0, 1] 2) (fun i => ![5, 1, 0] 2) i) 2 * ![1, -2, 1] 2) ≤
    0
⊢ False
```

After these edits no error is left:

```diff
@@ -48,6 +48,14 @@
       mul_nonneg (show 0 ≤ 1 - 2 * Real.exp (-1) by linarith) (sq_nonneg (x 1))]
   · intro h
-    have h1 := h ![1, -2, 1] (by norm_num [Fin.sum_univ_three])
-    norm_num [Matrix.mulVec, dotProduct, Fin.sum_univ_three] at h1
+    have hsum : ∑ i, (![1, -2, 1] : Fin 3 → ℝ) i = 0 := by
+      rw [Fin.sum_univ_three]
+      change (1 : ℝ) + -2 + 1 = 0
+      norm_num
+    have h1 := h ![1, -2, 1] hsum
+    simp only [dotProduct, Matrix.mulVec, Fin.sum_univ_three] at h1
+    -- the quadratic form at `(1, -2, 1)` equals 2
+    change (1 : ℝ) * (0 * 1 + 1 * -2 + 5 * 1) + -2 * (1 * 1 + 0 * -2 + 1 * 1)
+      + 1 * (5 * 1 + 1 * -2 + 0 * 1) ≤ 0 at h1
+    norm_num at h1
 
 end SingleTNotSufficient
```

Both errors come from the second half, and the mathematics there is right. The first message is about the proof that the entries of c sum to zero. `norm_num` expanded the sum and evaluated the entries at 0 and 1, but left `![1, -2, 1] 2` as an unevaluated lookup, so it could not finish the arithmetic. The second message shows the same thing in `h1`: entries at index 2 of the vector and the matrix remain, so `norm_num` never reached the false inequality 2 ≤ 0, and the goal `False` stayed open.

The repair expands the sums first, with `rw` in one place and `simp only` in the other. Then `change` restates each result with plain numbers, which Lean accepts because the lookups compute to those numbers by definition. `norm_num` is left with arithmetic alone: it proves 1 − 2 + 1 = 0, and it refutes `h1`, which closes the goal. Giving the zero-sum proof its own name, `hsum`, is mere tidying.
